# For time reversal with \(T^2=-1\), the sewing matrix of an orthonormal set with invariant span is antisymmetric and unitary

A band-structure code selects two orthonormal states out of a fourfold degenerate level at a time-reversal-invariant momentum and forms the matrix of time reversal between them. The matrix is antisymmetric, as expected, but its off-diagonal entries have modulus 0.6 instead of 1. Nothing is wrong with the arithmetic: the selection has cut through Kramers pairs, so time reversal takes the states partly out of their own span. A test of antisymmetry alone can't see this, and a topological index computed from such a matrix can't be trusted. A test of unitarity does see it.

## Antisymmetry, unitarity and congruence

Let \(T\) be an antiunitary operator with \(T^2=-1\), the time reversal of a system with an odd number of electrons or, in band theory, of a single electron with spin. Let \(u_a\) be \(m\) orthonormal states. Their sewing matrix is
\[
w_{ab}=\langle u_a, T u_b\rangle ,
\]
with the inner product conjugate-linear in its first slot. If \(T\) maps the span of the states into itself, then
\[
w^{T}=-w,\qquad w^\dagger w=1,
\]
where the superscript on \(w\) means the transpose. For a unitary matrix \(U\), the states \(u'_b=\sum_a U_{ab}u_a\) are again orthonormal, and their sewing matrix is
\[
w'=U^\dagger\, w\, U^* ,
\]
where \(U^*=(U^\dagger)^T\) is the entrywise conjugate.

Unitarity of \(w\) is in fact equivalent to invariance of the span, and this makes it a useful test.

## Pfaffians at time-reversal-invariant momenta

For a time-reversal-symmetric band insulator of non-interacting electrons with spin-orbit coupling, Pfaffian formulas for the \(\mathbb Z_2\) index use the sewing matrix \(w\) of the occupied bands at the time-reversal-invariant momenta, and the result here supplies the algebra at one such momentum. Antisymmetry is needed for the Pfaffian to be defined, and unitarity keeps it away from zero.

If the coefficients of the states in an orthonormal basis are the columns of \(C\), and time reversal acts on coefficients as \(c\mapsto Mc^*\), then \(w=C^\dagger M C^*\). A diagonaliser returns degenerate states with arbitrary phases and mixing, so the entries of \(w\) may differ between runs. The congruence law says how.

Here is the failure from the opening in numbers. Take two sites with one spin-½ orbital each, and let \(T|{\uparrow}\rangle=|{\downarrow}\rangle\) and \(T|{\downarrow}\rangle=-|{\uparrow}\rangle\) on each site. Select
\[
u_0=|1{\uparrow}\rangle,\qquad u_1=0.6\,|1{\downarrow}\rangle+0.8\,|2{\downarrow}\rangle .
\]
Then \(Tu_0=|1{\downarrow}\rangle\) and \(Tu_1=-0.6\,|1{\uparrow}\rangle-0.8\,|2{\uparrow}\rangle\), so
\[
w=\begin{pmatrix}0&-0.6\\0.6&0\end{pmatrix},\qquad w^\dagger w=0.36\cdot 1 .
\]
The number of states is even and \(w\) is antisymmetric, yet 64% of the weight of each \(Tu_b\) lies outside the span. As eigenstates of a time-reversal-symmetric Hamiltonian, these two states would have to belong to one fourfold level, for example of two identical uncoupled sites. The reason is that \(Tu_b\) has the energy of \(u_b\), so states from different levels give \(w_{01}=0\), and the two states of a twofold level give modulus 1.

## From antiunitarity to the sewing matrix

**Antisymmetry.** Antiunitarity means \(\langle Tx,Ty\rangle=\langle y,x\rangle\). With \(x=Tu_a\) and \(y=u_b\),
\[
w_{ba}=\langle u_b,Tu_a\rangle=\langle T^2u_a,Tu_b\rangle=-\langle u_a,Tu_b\rangle=-w_{ab}.
\]
This needs neither orthonormality nor an invariant span.

**Unitarity from invariance.** For any family of states,
\[
(w^\dagger w)_{bc}=\sum_a \langle Tu_b,u_a\rangle\langle u_a,Tu_c\rangle .
\]
If the span is invariant, \(Tu_c=\sum_a k_a u_a\), and orthonormality gives \(k_a=\langle u_a,Tu_c\rangle\). The sum is therefore \(\langle Tu_b,Tu_c\rangle=\langle u_c,u_b\rangle=\delta_{bc}\). Since \(w\) is square, \(w^\dagger w=1\) makes it unitary.

**Invariance from unitarity.** Let \(p=\sum_a w_{ab}u_a\) be the projection of \(Tu_b\) on the span. Then \(\langle p,p\rangle\), \(\langle p,Tu_b\rangle\) and \(\langle Tu_b,p\rangle\) all equal \(\sum_a|w_{ab}|^2=(w^\dagger w)_{bb}\), while \(\langle Tu_b,Tu_b\rangle=1\). Hence
\[
\|Tu_b-p\|^2=1-(w^\dagger w)_{bb}.
\]
If \(w\) is unitary, the right side is zero and \(Tu_b=p\) lies in the span. A general vector of the span follows from \(T\sum_a c_au_a=\sum_a c_a^*\,Tu_a\).

**Change of basis.** Orthonormality is preserved because \(\langle u'_a,u'_b\rangle=\sum_c U_{ca}^*U_{cb}=(U^\dagger U)_{ab}=\delta_{ab}\). For the sewing matrix,
\[
w'_{ab}=\Big\langle \sum_c U_{ca}u_c,\;T\sum_d U_{db}u_d\Big\rangle
=\sum_{c,d}U_{ca}^*\,w_{cd}\,U_{db}^* .
\]
The first conjugate comes from the inner product and the second from \(T\).

Forgetting the second conjugate gives \(U^\dagger wU\), the rule for a linear operator. Spin ½ exposes the error. Its sewing matrix in the standard basis has \(w_{01}=-1\) and \(w_{10}=1\). With \(U=\mathrm{diag}(i,1)\), the correct rule gives \(w'_{01}=i\) and \(w'_{10}=-i\). The wrong one gives \(i\) in both places, which is not even antisymmetric.

**Even size.** From \(w^T=-w\) we get \(\det w=(-1)^m\det w\). For odd \(m\) this forces \(\det w=0\), which a unitary matrix can't satisfy. So \(m\) is even whenever the span is invariant.

**Two states.** Antisymmetry gives \(w_{00}=w_{11}=0\) and \(w_{10}=-w_{01}\), so
\[
w'_{01}=(U_{00}^*U_{11}^*-U_{10}^*U_{01}^*)\,w_{01}=(\det U)^*\,w_{01}.
\]
For a \(2\times2\) matrix this entry is the Pfaffian, so its phase depends on the basis.

## The derivation in Lean

```lean
import Mathlib

open Matrix

namespace SewingMatrix

noncomputable section

variable {E : Type*} [NormedAddCommGroup E] [InnerProductSpace ℂ E] {ι : Type*}

/-- A conjugate-linear map `T` is a time reversal of Kramers type if it is antiunitary
and squares to `-1`. -/
structure IsKramersReversal (T : E →ₛₗ[starRingEnd ℂ] E) : Prop where
  antiunitary : ∀ x y, inner ℂ (T x) (T y) = inner ℂ y x
  sq_eq_neg : ∀ x, T (T x) = -x

/-- The sewing matrix `w a b = ⟨u a, T (u b)⟩` of a family of states. -/
def sewing (T : E →ₛₗ[starRingEnd ℂ] E) (u : ι → E) : Matrix ι ι ℂ :=
  Matrix.of fun a b => inner ℂ (u a) (T (u b))

/-- The sewing matrix of a time reversal with square `-1` is antisymmetric. -/
theorem sewing_antisymm {T : E →ₛₗ[starRingEnd ℂ] E} (hT : IsKramersReversal T)
    (u : ι → E) : (sewing T u)ᵀ = -sewing T u := by
  ext a b
  change inner ℂ (u b) (T (u a)) = -inner ℂ (u a) (T (u b))
  rw [← hT.antiunitary (T (u a)) (u b), hT.sq_eq_neg, inner_neg_left]

variable [Fintype ι]

/-- The linear change of states `u' b = ∑ a, U a b • u a`. -/
def rotate (U : Matrix ι ι ℂ) (u : ι → E) : ι → E := fun b => ∑ a, U a b • u a

/-- Under a linear change of the states the sewing matrix transforms by congruence
with the adjoint of the coefficient matrix. -/
theorem sewing_rotate (T : E →ₛₗ[starRingEnd ℂ] E) (u : ι → E) (U : Matrix ι ι ℂ) :
    sewing T (rotate U u) = Uᴴ * sewing T u * Uᴴᵀ := by
  ext a b
  simp only [Matrix.mul_apply, Matrix.transpose_apply, Matrix.conjTranspose_apply,
    Finset.sum_mul]
  change inner ℂ (∑ c, U c a • u c) (T (∑ d, U d b • u d)) = _
  rw [map_sum, inner_sum]
  refine Finset.sum_congr rfl fun d _ => ?_
  -- the coefficient leaves `T` conjugated
  rw [LinearMap.map_smulₛₗ, inner_smul_right, sum_inner, Finset.mul_sum]
  refine Finset.sum_congr rfl fun c _ => ?_
  rw [inner_smul_left]
  change _ = starRingEnd ℂ (U c a) * inner ℂ (u c) (T (u d)) * starRingEnd ℂ (U d b)
  ring

/-- The entries of `w† w` are sums over the intermediate states `u a`. -/
theorem star_sewing_mul_apply (T : E →ₛₗ[starRingEnd ℂ] E) (u : ι → E) (b c : ι) :
    (star (sewing T u) * sewing T u) b c =
      ∑ a, inner ℂ (T (u b)) (u a) * inner ℂ (u a) (T (u c)) := by
  rw [Matrix.mul_apply]
  refine Finset.sum_congr rfl fun a _ => ?_
  change starRingEnd ℂ (inner ℂ (u a) (T (u b))) * inner ℂ (u a) (T (u c)) = _
  rw [inner_conj_symm]

variable [DecidableEq ι]

/-- For orthonormal states, the sewing matrix is unitary exactly when time reversal maps
their span into itself. -/
theorem sewing_unitary_iff {T : E →ₛₗ[starRingEnd ℂ] E} (hT : IsKramersReversal T)
    {u : ι → E} (hu : Orthonormal ℂ u) :
    sewing T u ∈ Matrix.unitaryGroup ι ℂ ↔
      ∀ x ∈ Submodule.span ℂ (Set.range u), T x ∈ Submodule.span ℂ (Set.range u) := by
  rw [Matrix.mem_unitaryGroup_iff']
  constructor
  · intro hw
    have key : ∀ b, T (u b) ∈ Submodule.span ℂ (Set.range u) := by
      intro b
      have hS : ∑ a, inner ℂ (T (u b)) (u a) * inner ℂ (u a) (T (u b)) = (1 : ℂ) := by
        rw [← star_sewing_mul_apply, hw, Matrix.one_apply_eq]
      have h1 : inner ℂ (T (u b)) (T (u b)) = (1 : ℂ) := by
        rw [hT.antiunitary, orthonormal_iff_ite.mp hu b b, if_pos rfl]
      -- `p` is the projection of `T (u b)` on the span
      obtain ⟨p, hp⟩ : ∃ p, p = ∑ a, inner ℂ (u a) (T (u b)) • u a := ⟨_, rfl⟩
      have hup : ∀ a, inner ℂ (u a) p = inner ℂ (u a) (T (u b)) := by
        intro a
        rw [hp, hu.inner_right_fintype]
      have hleft : ∀ y, inner ℂ p y =
          ∑ a, inner ℂ (T (u b)) (u a) * inner ℂ (u a) y := by
        intro y
        rw [hp, sum_inner]
        refine Finset.sum_congr rfl fun a _ => ?_
        rw [inner_smul_left, inner_conj_symm]
      have h2 : inner ℂ p (T (u b)) = (1 : ℂ) := by rw [hleft, hS]
      have h3 : inner ℂ p p = (1 : ℂ) := by
        rw [hleft]
        simp_rw [hup]
        exact hS
      have h4 : inner ℂ (T (u b)) p = (1 : ℂ) := by
        rw [← inner_conj_symm, h2, map_one]
      have h0 : inner ℂ (T (u b) - p) (T (u b) - p) = (0 : ℂ) := by
        rw [inner_sub_left, inner_sub_right, inner_sub_right, h1, h2, h3, h4]
        ring
      rw [sub_eq_zero.mp (inner_self_eq_zero.mp h0), hp]
      exact Submodule.sum_mem _ fun a _ =>
        Submodule.smul_mem _ _ (Submodule.subset_span ⟨a, rfl⟩)
    intro x hx
    obtain ⟨c, rfl⟩ := (Submodule.mem_span_range_iff_exists_fun ℂ).1 hx
    rw [map_sum]
    refine Submodule.sum_mem _ fun a _ => ?_
    rw [LinearMap.map_smulₛₗ]
    exact Submodule.smul_mem _ _ (key a)
  · intro h
    ext b c
    obtain ⟨k, hk⟩ := (Submodule.mem_span_range_iff_exists_fun ℂ).1
      (h (u c) (Submodule.subset_span ⟨c, rfl⟩))
    -- completeness of the states on the span
    have hg : ∑ a, inner ℂ (T (u b)) (u a) * inner ℂ (u a) (T (u c)) =
        inner ℂ (T (u b)) (T (u c)) := by
      rw [← hk, inner_sum]
      refine Finset.sum_congr rfl fun a _ => ?_
      rw [hu.inner_right_fintype, inner_smul_right, mul_comm]
    rw [star_sewing_mul_apply, hg, hT.antiunitary, orthonormal_iff_ite.mp hu c b]
    simp [Matrix.one_apply, eq_comm]

/-- A unitary change of basis keeps the states orthonormal. -/
theorem rotate_orthonormal {u : ι → E} (hu : Orthonormal ℂ u) {U : Matrix ι ι ℂ}
    (hU : U ∈ Matrix.unitaryGroup ι ℂ) : Orthonormal ℂ (rotate U u) := by
  rw [orthonormal_iff_ite]
  intro a b
  have h := congrFun (congrFun (Matrix.mem_unitaryGroup_iff'.1 hU) a) b
  rw [Matrix.mul_apply, Matrix.one_apply] at h
  change inner ℂ (∑ c, U c a • u c) (∑ d, U d b • u d) = _
  rw [sum_inner]
  simp_rw [inner_smul_left, hu.inner_right_fintype]
  exact h

/-- For a time reversal with square `-1` and orthonormal states with invariant span, the sewing
matrix is antisymmetric and unitary, and a unitary change of basis gives orthonormal states whose
sewing matrix is related to the old one by congruence. -/
theorem sewing_matrix {T : E →ₛₗ[starRingEnd ℂ] E} (hT : IsKramersReversal T)
    {u : ι → E} (hu : Orthonormal ℂ u)
    (hspan : ∀ x ∈ Submodule.span ℂ (Set.range u), T x ∈ Submodule.span ℂ (Set.range u)) :
    (sewing T u)ᵀ = -sewing T u ∧ sewing T u ∈ Matrix.unitaryGroup ι ℂ ∧
      ∀ U ∈ Matrix.unitaryGroup ι ℂ, Orthonormal ℂ (rotate U u) ∧
        sewing T (rotate U u) = Uᴴ * sewing T u * Uᴴᵀ :=
  ⟨sewing_antisymm hT u, (sewing_unitary_iff hT hu).2 hspan,
    fun U hU => ⟨rotate_orthonormal hu hU, sewing_rotate T u U⟩⟩

/-- The number of orthonormal states spanning a space invariant under a time reversal with square
`-1` is even. -/
theorem even_card {T : E →ₛₗ[starRingEnd ℂ] E} (hT : IsKramersReversal T)
    {u : ι → E} (hu : Orthonormal ℂ u)
    (hspan : ∀ x ∈ Submodule.span ℂ (Set.range u), T x ∈ Submodule.span ℂ (Set.range u)) :
    Even (Fintype.card ι) := by
  by_contra hodd
  have hd := congrArg Matrix.det (sewing_antisymm hT u)
  rw [Matrix.det_transpose, Matrix.det_neg, (Nat.not_even_iff_odd.1 hodd).neg_one_pow] at hd
  have h0 : (sewing T u).det = 0 := by linear_combination (1 / 2 : ℂ) * hd
  have h1 := congrArg Matrix.det
    (Matrix.mem_unitaryGroup_iff'.1 ((sewing_unitary_iff hT hu).2 hspan))
  rw [Matrix.det_mul, h0, mul_zero, Matrix.det_one] at h1
  exact zero_ne_one h1

/-- For two states and a time reversal with square `-1`, a linear change of the states multiplies
the upper off-diagonal entry of the sewing matrix by the complex conjugate of the determinant of the
change. -/
theorem sewing_pair_rotate {T : E →ₛₗ[starRingEnd ℂ] E} (hT : IsKramersReversal T)
    (u : Fin 2 → E) (U : Matrix (Fin 2) (Fin 2) ℂ) :
    sewing T (rotate U u) 0 1 = starRingEnd ℂ U.det * sewing T u 0 1 := by
  have h (a b : Fin 2) : sewing T u b a = -sewing T u a b :=
    congrFun (congrFun (sewing_antisymm hT u) a) b
  have h00 : sewing T u 0 0 = 0 := by linear_combination (1 / 2 : ℂ) * h 0 0
  have h11 : sewing T u 1 1 = 0 := by linear_combination (1 / 2 : ℂ) * h 1 1
  rw [sewing_rotate]
  simp only [Matrix.mul_apply, Fin.sum_univ_two, Matrix.transpose_apply,
    Matrix.conjTranspose_apply, Matrix.det_fin_two, h00, h11, h 0 1, map_sub, map_mul,
    starRingEnd_apply]
  ring

/-- Time reversal of a spin one-half: `(x₀, x₁) ↦ (-x₁*, x₀*)`. -/
def spinReversal :
    EuclideanSpace ℂ (Fin 2) →ₛₗ[starRingEnd ℂ] EuclideanSpace ℂ (Fin 2) where
  toFun x := !₂[-(starRingEnd ℂ (x 1)), starRingEnd ℂ (x 0)]
  map_add' x y := by ext i; fin_cases i <;> simp [add_comm]
  map_smul' c x := by ext i; fin_cases i <;> simp

/-- Spin one-half time reversal and the standard basis of `ℂ²` satisfy the hypotheses of
`sewing_matrix`, with sewing matrix `!![0, -1; 1, 0]`. -/
theorem sewing_matrix_witness :
    IsKramersReversal spinReversal ∧
    Orthonormal ℂ (EuclideanSpace.basisFun (Fin 2) ℂ) ∧
    (∀ x ∈ Submodule.span ℂ (Set.range (EuclideanSpace.basisFun (Fin 2) ℂ)),
      spinReversal x ∈ Submodule.span ℂ (Set.range (EuclideanSpace.basisFun (Fin 2) ℂ))) ∧
    sewing spinReversal (EuclideanSpace.basisFun (Fin 2) ℂ) = !![0, -1; 1, 0] := by
  refine ⟨⟨fun x y => ?_, fun x => ?_⟩, (EuclideanSpace.basisFun (Fin 2) ℂ).orthonormal,
    fun x _ => ?_, ?_⟩
  · simp only [spinReversal, LinearMap.coe_mk, AddHom.coe_mk, PiLp.inner_apply,
      Fin.sum_univ_two, RCLike.inner_apply]
    simp
    ring
  · ext i
    fin_cases i <;> simp [spinReversal]
  · rw [← OrthonormalBasis.coe_toBasis, Module.Basis.span_eq]
    exact Submodule.mem_top
  · ext i j
    fin_cases i <;> fin_cases j <;>
      simp [sewing, spinReversal, PiLp.inner_apply]

end

end SewingMatrix
```

```lean
#print axioms SewingMatrix.sewing_matrix
#print axioms SewingMatrix.even_card
#print axioms SewingMatrix.sewing_pair_rotate
```

```
'SewingMatrix.sewing_matrix' depends on axioms: [propext, Classical.choice, Quot.sound]
'SewingMatrix.even_card' depends on axioms: [propext, Classical.choice, Quot.sound]
'SewingMatrix.sewing_pair_rotate' depends on axioms: [propext, Classical.choice, Quot.sound]
```

## How the code matches the algebra

The space `E` is any complex inner product space, of finite or infinite dimension. The type of `T`, `E →ₛₗ[starRingEnd ℂ] E`, says that it is conjugate-linear, and `IsKramersReversal` adds antiunitarity and \(T^2=-1\). The finite type `ι` labels the states. In `sewing_matrix`, the hypothesis `hu` is orthonormality and `hspan` is invariance of the span. The conclusion joins antisymmetry, unitarity and the behaviour under every unitary `U`. The expression `Uᴴᵀ` is \(U^*\).

- `sewing_antisymm` applies antiunitarity backwards and then \(T^2=-1\), as in the one-line calculation above.
- `sewing_rotate` expands both sums and moves the coefficients out, with `LinearMap.map_smulₛₗ` supplying the conjugate from \(T\). It holds for any square `U` and any family of states.
- `star_sewing_mul_apply` writes \(w^\dagger w\) as a sum over intermediate states.
- `sewing_unitary_iff` is the equivalence. In one direction, `h1` to `h4` evaluate the four inner products and `h0` combines them into a zero norm. In the other, `hg` is the completeness step on the invariant span.
- `rotate_orthonormal` reads orthonormality off the entries of \(U^\dagger U=1\), and `sewing_matrix` assembles the parts.
- `even_card` takes determinants and derives a contradiction for odd size.
- `sewing_pair_rotate` writes out the \(2\times2\) product. It needs neither a unitary `U` nor orthonormal states.
- `sewing_matrix_witness` checks that spin-½ time reversal with the standard basis of \(\mathbb C^2\) meets every hypothesis, and computes its sewing matrix.

## Exact statements about one fixed set of states

The theorems concern exact vectors and a single \(T\) acting within one space. In a band calculation this fits the Bloch states at a time-reversal-invariant momentum. At a general momentum \(T\) connects the states at that momentum with those at the opposite one, and the sewing matrix then involves two bases. Smoothness of the basis across the Brillouin zone, the general Pfaffian and the \(\mathbb Z_2\) index don't appear in the file.

There is no Hamiltonian either. Invariance of the span is a hypothesis, and selecting complete degenerate levels of a time-reversal-symmetric Hamiltonian guarantees it. Applied to one such level of finite degeneracy, `even_card` gives the even degeneracy known from Kramers' theorem, once the symmetry of the Hamiltonian has been used to show that the level is invariant.

In floating-point work \(w^\dagger w\) equals the identity only up to a tolerance, which the theorems don't set. The formula for \(\|Tu_b-p\|^2\) gives the deviation a meaning: for orthonormal states, \(1-(w^\dagger w)_{bb}\) is the weight that time reversal moves out of the selected span. A value far above rounding error can come from an incomplete selection, from a Hamiltonian that breaks time-reversal symmetry, from states that aren't orthonormal, or from a faulty implementation of \(T\).
